# A lower bound on the integrated magnitude of a plane-wave sum over one arch

The theorem `arch_le_integral` concerns D_n(x), the sum of the plane waves exp(ikx) over all integers k from −n to n. It states that, for every natural number k (now numbering the arches of sin((n+1/2)x)), the integral of |D_n| from kπ/(n+1/2) to (k+1)π/(n+1/2) is at least 4/((k+1)π). The waves are unnormalised; normalised on a ring of length 2π, they give D_n/(2π), the one-particle density matrix at separation x of non-interacting spinless fermions filling these modes, and the bound becomes 2/((k+1)π²). The proof compares |D_n| with a multiple of |sin((n+1/2)x)| whose integral over the arch is exactly the bound, using the closed form D_n(x) sin(x/2) = sin((n+1/2)x) and the inequality |sin(x/2)| ≤ x/2.

In Lean, a first try:

```lean
import Mathlib

open MeasureTheory Filter
open scoped Real

namespace LebesgueConstants

noncomputable section

/-- The Dirichlet kernel: the sum of all plane waves `exp(ikx)` with `|k| ≤ n`. -/
def dirichletKernel (n : ℕ) (x : ℝ) : ℂ :=
  ∑ k ∈ Finset.Icc (-(n : ℤ)) n, Complex.exp (Complex.I * k * x)

/-- Raising the cutoff by one adds the standing wave `2 cos((n+1)x)` to the kernel. -/
theorem dirichletKernel_succ (n : ℕ) (x : ℝ) :
    dirichletKernel (n + 1) x
      = dirichletKernel n x + ((2 * Real.cos ((n + 1) * x) : ℝ) : ℂ) := by
  unfold dirichletKernel
  have hs : Finset.Icc (-((n + 1 : ℕ) : ℤ)) ((n + 1 : ℕ) : ℤ)
      = insert ((n : ℤ) + 1) (insert (-((n : ℤ) + 1)) (Finset.Icc (-(n : ℤ)) n)) := by
    ext k
    simp only [Finset.mem_insert, Finset.mem_Icc]
    omega
  rw [hs, Finset.sum_insert (by simp only [Finset.mem_insert, Finset.mem_Icc]; omega),
    Finset.sum_insert (by simp only [Finset.mem_Icc]; omega)]
  have h1 : Complex.exp (Complex.I * (((n : ℤ) + 1 : ℤ) : ℂ) * x)
      = Complex.exp ((((n : ℂ) + 1) * x) * Complex.I) := by
    congr 1; push_cast; ring
  have h2 : Complex.exp (Complex.I * ((-((n : ℤ) + 1) : ℤ) : ℂ) * x)
      = Complex.exp (-(((n : ℂ) + 1) * x) * Complex.I) := by
    congr 1; push_cast; ring
  rw [h1, h2]
  push_cast
  rw [Complex.cos]
  ring

/-- The closed form of the kernel, free of division: `D_n(x) sin(x/2) = sin((n+1/2)x)`. -/
theorem dirichletKernel_mul_sin (n : ℕ) (x : ℝ) :
    dirichletKernel n x * (Real.sin (x / 2) : ℂ) = (Real.sin ((n + 1 / 2) * x) : ℂ) := by
  induction n with
  | zero =>
    have e : (((0 : ℕ) : ℝ) + 1 / 2) * x = x / 2 := by push_cast; ring
    rw [e]
    simp [dirichletKernel]
  | succ n ih =>
    rw [dirichletKernel_succ, add_mul, ih, ← Complex.ofReal_mul, ← Complex.ofReal_add]
    refine congrArg Complex.ofReal ?_
    have e1 : (((n + 1 : ℕ) : ℝ) + 1 / 2) * x = (n + 1) * x + x / 2 := by push_cast; ring
    have e2 : ((n : ℝ) + 1 / 2) * x = (n + 1) * x - x / 2 := by ring
    rw [e1, e2, Real.sin_add, Real.sin_sub]
    ring

/-- The Dirichlet kernel is continuous. -/
lemma continuous_dirichletKernel (n : ℕ) : Continuous (dirichletKernel n) := by
  unfold dirichletKernel
  exact continuous_finsetSum _ fun k _ => by fun_prop

/-- On the arch of `sin((n+1/2)x)` between `kπ/(n+1/2)` and `(k+1)π/(n+1/2)`, the integral of
`|D_n|` is at least `4/((k+1)π)`. -/
theorem arch_le_integral (n k : ℕ) :
    4 / (((k : ℝ) + 1) * π) ≤
      ∫ x in ((k : ℝ) * π / (n + 1 / 2))..(((k + 1 : ℕ) : ℝ) * π / (n + 1 / 2)),
        ‖dirichletKernel n x‖ := by
  obtain ⟨m, hm'⟩ : ∃ m : ℝ, m = n + 1 / 2 := ⟨_, rfl⟩
  have hm : 0 < m := by rw [hm']; positivity
  rw [← hm']
  have hP : 0 < ((k : ℝ) + 1) * π := by positivity
  have hab : (k : ℝ) * π / m ≤ ((k + 1 : ℕ) : ℝ) * π / m := by
    push_cast
    gcongr
    linarith
  -- the comparison function is a sine of fixed sign on this arch
  have hint : ∫ x in ((k : ℝ) * π / m)..(((k + 1 : ℕ) : ℝ) * π / m),
      2 * m / (((k : ℝ) + 1) * π) * ((-1) ^ k * Real.sin (m * x))
        = 4 / (((k : ℝ) + 1) * π) := by
    have hd : ∀ x : ℝ, HasDerivAt
        (fun y => -(2 / (((k : ℝ) + 1) * π)) * ((-1) ^ k * Real.cos (m * y)))
        (2 * m / (((k : ℝ) + 1) * π) * ((-1) ^ k * Real.sin (m * x))) x := fun x =>
      ((((hasDerivAt_id' x).const_mul m).cos.const_mul ((-1 : ℝ) ^ k)).const_mul
        (-(2 / (((k : ℝ) + 1) * π)))).congr_deriv (by ring)
    rw [intervalIntegral.integral_eq_sub_of_hasDerivAt (fun x _ => hd x)
      (Continuous.intervalIntegrable (by fun_prop) _ _)]
    have e (j : ℕ) : m * ((j : ℝ) * π / m) = j * π := by field_simp
    have hs : (-1 : ℝ) ^ k * (-1) ^ k = 1 := by rw [← mul_pow]; norm_num
    rw [e, e, Real.cos_nat_mul_pi, Real.cos_nat_mul_pi, pow_succ]
    linear_combination (4 / (((k : ℝ) + 1) * π)) * hs
  rw [← hint]
  refine intervalIntegral.integral_mono_on hab
    (Continuous.intervalIntegrable (by fun_prop) _ _)
    ((continuous_dirichletKernel n).norm.intervalIntegrable _ _) fun x hx => ?_
  have hx0 : 0 ≤ x := le_trans (by positivity) hx.1
  have hx1 : x * m ≤ ((k : ℝ) + 1) * π := by
    have h := (le_div_iff₀ hm).1 hx.2
    push_cast at h
    exact h
  have h1 : |Real.sin (m * x)| ≤ ‖dirichletKernel n x‖ * (x / 2) := by
    have h := congrArg norm (dirichletKernel_mul_sin n x)
    rw [norm_mul, Complex.norm_real, Complex.norm_real, Real.norm_eq_abs,
      Real.norm_eq_abs, ← hm'] at h
    rw [← h]
    have hx2 : 0 ≤ x / 2 := by positivity
    exact mul_le_mul_of_nonneg_left
      (abs_le.2 ⟨Real.neg_le_sin hx2, Real.sin_le hx2⟩) (norm_nonneg _)
  have h2 : (-1) ^ k * Real.sin (m * x) ≤ |Real.sin (m * x)| := by
    have h := le_abs_self ((-1) ^ k * Real.sin (m * x))
    rwa [abs_mul, abs_pow, abs_neg, abs_one, one_pow, one_mul] at h
  rw [div_mul_eq_mul_div, div_le_iff₀ hP]
  calc 2 * m * ((-1) ^ k * Real.sin (m * x))
      ≤ 2 * m * (‖dirichletKernel n x‖ * (x / 2)) :=
        mul_le_mul_of_nonneg_left (h2.trans h1) (by positivity)
    _ = ‖dirichletKernel n x‖ * (x * m) := by ring
    _ ≤ ‖dirichletKernel n x‖ * (((k : ℝ) + 1) * π) :=
        mul_le_mul_of_nonneg_left hx1 (norm_nonneg _)

end

end LebesgueConstants
```

Compiling this gives:

```
Main.lean:103:17: error(lean.unknownIdentifier): Unknown constant `Real.neg_le_sin`
```

After these edits no error is left:

```diff
@@ -94,4 +94,5 @@
     push_cast at h
     exact h
+  -- the closed form and |sin(x/2)| ≤ x/2 bound the kernel from below
   have h1 : |Real.sin (m * x)| ≤ ‖dirichletKernel n x‖ * (x / 2) := by
     have h := congrArg norm (dirichletKernel_mul_sin n x)
@@ -100,6 +101,7 @@
     rw [← h]
     have hx2 : 0 ≤ x / 2 := by positivity
-    exact mul_le_mul_of_nonneg_left
-      (abs_le.2 ⟨Real.neg_le_sin hx2, Real.sin_le hx2⟩) (norm_nonneg _)
+    have hlow : -(x / 2) ≤ Real.sin (x / 2) := by
+      nlinarith [Real.sin_sq_le_sq (x := x / 2)]
+    exact mul_le_mul_of_nonneg_left (abs_le.2 ⟨hlow, Real.sin_le hx2⟩) (norm_nonneg _)
   have h2 : (-1) ^ k * Real.sin (m * x) ≤ |Real.sin (m * x)| := by
     have h := le_abs_self ((-1) ^ k * Real.sin (m * x))
```

Cause. The single message says that Lean knows no constant called `Real.neg_le_sin`. The proof cites it in the step that bounds |sin(x/2)| by x/2. There `abs_le.2` needs two inequalities, −(x/2) ≤ sin(x/2) and sin(x/2) ≤ x/2. The second comes from `Real.sin_le`, which the repair keeps; the first was left without a proof. The inequality itself is true for x/2 ≥ 0, and only the name fails.

The repair proves the missing half on the spot as `hlow`. It hands `nlinarith` the fact `Real.sin_sq_le_sq`, that sin²(x/2) ≤ (x/2)², with `hx2`, that x/2 ≥ 0, already in the context. These suffice: if sin(x/2) were less than −(x/2), its square would exceed (x/2)². `hlow` then takes the place of the unknown constant in the pair given to `abs_le.2`. The added comment and the joining of the `exact` step into one line are mere tidying.
